# The net band strengths of a harmonic mode with a linear dipole have the same sum at every positive temperature

The theorem `thermal_net_strength` concerns a harmonic mode whose dipole moment is linear in the coordinate, μ₀ + μ₁q, with zero-point amplitude ℓ. The net strength of the band n → n + 1 is its squared transition dipole times the population difference pₙ − pₙ₊₁, so that stimulated emission is subtracted from absorption. For normalised Boltzmann populations at any θ = ħω/kT > 0, the theorem states that these strengths, summed over all n, converge to (μ₁ℓ)². The proof writes the Boltzmann factors as a geometric series of ratio e^(−θ) < 1, deduces that the populations are normalised and have a finite mean quantum number, and applies the general result `total_net_strength`.

As first written in Lean, the proof fails:

```lean
import Mathlib

open Filter Topology

namespace ThermalNetStrength

noncomputable section

/-- Matrix element `⟨m|a|n⟩` of the lowering operator between number states. -/
def lowering (m n : ℕ) : ℝ := if n = m + 1 then √(n : ℝ) else 0

/-- Matrix element `⟨m|μ₀ + μ₁ q|n⟩` of a dipole moment linear in the coordinate
`q = ℓ (a + a†)`, where `ℓ` is the zero-point amplitude. -/
def dipole (μ₀ μ₁ ℓ : ℝ) (m n : ℕ) : ℝ :=
  (if m = n then μ₀ else 0) + μ₁ * (ℓ * (lowering m n + lowering n m))

/-- Net strength of the band `n → n + 1`: absorption from level `n` minus stimulated
emission from level `n + 1`, for level populations `p`. -/
def netStrength (μ₀ μ₁ ℓ : ℝ) (p : ℕ → ℝ) (n : ℕ) : ℝ :=
  (p n - p (n + 1)) * dipole μ₀ μ₁ ℓ (n + 1) n ^ 2

/-- Boltzmann population of level `n` at reduced inverse temperature `θ = ħω/kT`,
for `θ > 0`. -/
def boltzmann (θ : ℝ) (n : ℕ) : ℝ :=
  Real.exp (-(n * θ)) / ∑' k : ℕ, Real.exp (-(k * θ))

/-- The squared transition dipole of the band `n → n + 1` is `n + 1` times `(μ₁ ℓ)²`. -/
theorem dipole_sq_succ (μ₀ μ₁ ℓ : ℝ) (n : ℕ) :
    dipole μ₀ μ₁ ℓ (n + 1) n ^ 2 = (μ₁ * ℓ) ^ 2 * ((n : ℝ) + 1) := by
  have h₁ : ¬ (n + 1 = n) := by omega
  have h₂ : ¬ (n = n + 1 + 1) := by omega
  have hs := Real.sq_sqrt (show (0 : ℝ) ≤ (n : ℝ) + 1 by positivity)
  unfold dipole lowering
  rw [if_neg h₁, if_neg h₂, if_pos rfl]
  push_cast
  linear_combination (μ₁ * ℓ) ^ 2 * hs

/-- For normalised populations with finite mean quantum number, the gross absorption
weights `(n + 1) pₙ` sum to the mean quantum number plus one. -/
theorem absorption_sum {p : ℕ → ℝ} (hp : HasSum p 1)
    (hm : Summable fun n : ℕ => (n : ℝ) * p n) :
    HasSum (fun n : ℕ => ((n : ℝ) + 1) * p n) ((∑' n : ℕ, (n : ℝ) * p n) + 1) := by
  have h : HasSum (fun n : ℕ => (n : ℝ) * p n + p n)
      ((∑' n : ℕ, (n : ℝ) * p n) + 1) := hm.hasSum.add hp
  have e : (fun n : ℕ => ((n : ℝ) + 1) * p n) = fun n : ℕ => (n : ℝ) * p n + p n := by
    funext n
    ring
  rw [e]
  exact h

/-- If `n pₙ` is summable, the stimulated-emission weights `(n + 1) pₙ₊₁` have the same sum, which
for normalised `p` is the mean quantum number. -/
theorem emission_sum {p : ℕ → ℝ} (hm : Summable fun n : ℕ => (n : ℝ) * p n) :
    HasSum (fun n : ℕ => ((n : ℝ) + 1) * p (n + 1)) (∑' n : ℕ, (n : ℝ) * p n) := by
  -- the level n = 0 emits nothing, so the sum may start at n = 1
  have h := (hasSum_nat_add_iff' 1).mpr hm.hasSum
  simpa using h

/-- For normalised populations with finite mean quantum number, the weights
`(n + 1)(pₙ - pₙ₊₁)` sum to one. -/
theorem net_population_sum {p : ℕ → ℝ} (hp : HasSum p 1)
    (hm : Summable fun n : ℕ => (n : ℝ) * p n) :
    HasSum (fun n : ℕ => ((n : ℝ) + 1) * (p n - p (n + 1))) 1 := by
  have h := (absorption_sum hp hm).sub (emission_sum hm)
  rw [add_sub_cancel_left] at h
  have e : (fun n : ℕ => ((n : ℝ) + 1) * (p n - p (n + 1))) =
      fun n : ℕ => ((n : ℝ) + 1) * p n - ((n : ℝ) + 1) * p (n + 1) := by
    funext n
    ring
  rw [e]
  exact h

/-- The net strengths of the fundamental and all hot bands of a harmonic mode with linear
dipole sum to `(μ₁ ℓ)²`, for all normalised populations with finite mean quantum number. -/
theorem total_net_strength (μ₀ μ₁ ℓ : ℝ) {p : ℕ → ℝ} (hp : HasSum p 1)
    (hm : Summable fun n : ℕ => (n : ℝ) * p n) :
    HasSum (netStrength μ₀ μ₁ ℓ p) ((μ₁ * ℓ) ^ 2) := by
  have h := (net_population_sum hp hm).mul_left ((μ₁ * ℓ) ^ 2)
  rw [mul_one] at h
  have e : netStrength μ₀ μ₁ ℓ p =
      fun n : ℕ => (μ₁ * ℓ) ^ 2 * (((n : ℝ) + 1) * (p n - p (n + 1))) := by
    funext n
    unfold netStrength
    rw [dipole_sq_succ]
    ring
  rw [e]
  exact h

/-- In thermal equilibrium at any `θ = ħω/kT > 0` the net band strengths sum to
`(μ₁ ℓ)²`. -/
theorem thermal_net_strength (μ₀ μ₁ ℓ : ℝ) {θ : ℝ} (hθ : 0 < θ) :
    HasSum (netStrength μ₀ μ₁ ℓ (boltzmann θ)) ((μ₁ * ℓ) ^ 2) := by
  -- the Boltzmann factors form a geometric series
  have e : ∀ n : ℕ, Real.exp (-(n * θ)) = Real.exp (-θ) ^ n := by
    intro n
    rw [← Real.exp_nat_mul]
    congr 1
    ring
  have hx : Real.exp (-θ) < 1 := Real.exp_lt_one (by linarith)
  have hs : Summable fun n : ℕ => Real.exp (-(n * θ)) := by
    simp only [e]
    exact summable_geometric_of_lt_one (Real.exp_pos _).le hx
  have hZ : 0 < ∑' k : ℕ, Real.exp (-(k * θ)) :=
    hs.tsum_pos (fun n => (Real.exp_pos _).le) 0 (Real.exp_pos _)
  apply total_net_strength
  · have h := hs.hasSum.div_const (∑' k : ℕ, Real.exp (-(k * θ)))
    rw [div_self hZ.ne'] at h
    exact h
  · have hr : ‖Real.exp (-θ)‖ < 1 := by
      rw [Real.norm_of_nonneg (Real.exp_pos _).le]
      exact hx
    have hm := (summable_pow_mul_geometric_of_norm_lt_one 1 hr).div_const
      (∑' k : ℕ, Real.exp (-(k * θ)))
    have e₂ : (fun n : ℕ => (n : ℝ) * boltzmann θ n) = fun n : ℕ =>
        (n : ℝ) ^ 1 * Real.exp (-θ) ^ n / ∑' k : ℕ, Real.exp (-(k * θ)) := by
      funext n
      unfold boltzmann
      rw [pow_one, ← e n, mul_div_assoc]
    rw [e₂]
    exact hm

end

end ThermalNetStrength
```

Lean reports:

```
Main.lean:99:33: error(lean.unknownIdentifier): Unknown constant `Real.exp_lt_one`
```

The mended proof, as a diff:

```diff
@@ -97,5 +97,5 @@
     congr 1
     ring
-  have hx : Real.exp (-θ) < 1 := Real.exp_lt_one (by linarith)
+  have hx : Real.exp (-θ) < 1 := Real.exp_lt_one_iff.mpr (by linarith)
   have hs : Summable fun n : ℕ => Real.exp (-(n * θ)) := by
     simp only [e]
```

The only error is a name that Lean cannot find: there is no constant `Real.exp_lt_one` in the Mathlib that the file imports. The name was called on to prove `hx`, the statement that `Real.exp (-θ) < 1`, from a proof that the exponent is negative.

The repair uses `Real.exp_lt_one_iff`, which says that the exponential of a real number is less than one if and only if that number is negative. Since this is an equivalence, `.mpr` is needed to take the direction from the negative exponent to the bound on the exponential. What remains to be shown is `-θ < 0`, which the unchanged `by linarith` gets from the hypothesis `hθ : 0 < θ`. The inequality itself was correct, and the rest of the proof stands as it was.
